# A one- and two-body fermionic Hamiltonian commutes with the parity of a mode subset when its coefficients odd in that subset vanish

## Modes, ladder matrices and signs

Let $\iota$ be the set of fermionic modes (spin orbitals, in a molecule), and let $m$ be a finite set labelling the basis states of the space on which the operators act. Operators are complex matrices with rows and columns indexed by $m$. The adjoint $X^\dagger$ is the conjugate transpose, written `ᴴ` in Lean.

```lean
import Mathlib

open Matrix

namespace PointGroupTapering

noncomputable section

variable {ι m : Type*} [DecidableEq ι] [Fintype m] [DecidableEq m]
```

Each mode $p$ has an annihilation matrix $a_p$, and its creation matrix is $a_p^\dagger$. The canonical anticommutation relations are

$$a_pa_q+a_qa_p=0,\qquad a_pa_q^\dagger+a_q^\dagger a_p=\delta_{pq}.$$

They are the only property of the matrices that the argument uses. No particular encoding or vacuum state is chosen.

```lean
/-- The canonical anticommutation relations for annihilation matrices `a p`, with the
conjugate transposes as creation matrices. -/
structure IsCAR (a : ι → Matrix m m ℂ) : Prop where
  anti : ∀ p q, a p * a q + a q * a p = 0
  mixed : ∀ p q, a p * (a q)ᴴ + (a q)ᴴ * a p = if p = q then 1 else 0
```

With the number operator $n_j=a_j^\dagger a_j$, the parity of one mode is $M_j=1-2n_j$. It is $+1$ on states where mode $j$ is empty and $-1$ where it is occupied.

```lean
/-- The parity `1 - 2 a_j† a_j` of a single mode. -/
def modeParity (a : ι → Matrix m m ℂ) (j : ι) : Matrix m m ℂ :=
  1 - 2 * ((a j)ᴴ * a j)
```

For a finite subset $S$ of the modes, let $\chi_S(p)$ be 1 if $p\in S$ and 0 otherwise. Adding these numbers over the indices of a term counts index positions, so a repeated index counts each time it appears.

```lean
/-- The contribution of one index position to the count of positions in `S`:
one if the mode lies in `S`, zero otherwise. -/
def hits (S : Finset ι) (p : ι) : ℕ := if p ∈ S then 1 else 0
```

## Moving a parity past ladder operators

Suppose $Px=(-1)^k xP$ and $Py=(-1)^l yP$. Then

$$Pxy=(-1)^k xPy=(-1)^{k+l}xyP,$$

so the exponents add along a product.

```lean
/-- If `P` passes `x` and `y` with signs `(-1)^k` and `(-1)^l`, it passes the product `x y`
with the sign `(-1)^(k+l)`. -/
theorem sign_mul {P x y : Matrix m m ℂ} {k l : ℕ}
    (hx : P * x = (-1 : ℂ) ^ k • (x * P)) (hy : P * y = (-1 : ℂ) ^ l • (y * P)) :
    P * (x * y) = (-1 : ℂ) ^ (k + l) • (x * y * P) := by
  rw [← mul_assoc P x y, hx, smul_mul_assoc, mul_assoc x P y, hy, mul_smul_comm,
    smul_smul, ← pow_add, ← mul_assoc x y P]
```

For a single mode, the claim is $M_ja_p=(-1)^{\chi_{\{j\}}(p)}a_pM_j$, and the same for $a_p^\dagger$. If $p=j$, the mixed relation gives

$$n_ja_j+a_jn_j=(a_j^\dagger a_j+a_ja_j^\dagger)a_j=a_j,$$

hence $M_ja_j+a_jM_j=2a_j-2a_j=0$. Likewise $n_ja_j^\dagger+a_j^\dagger n_j=a_j^\dagger(a_ja_j^\dagger+a_j^\dagger a_j)=a_j^\dagger$, which gives the sign for the creator.

If $p\ne j$, two sign changes cancel:

$$a_j^\dagger a_ja_p=-a_j^\dagger a_pa_j=a_pa_j^\dagger a_j,\qquad
a_j^\dagger a_ja_p^\dagger=-a_j^\dagger a_p^\dagger a_j=a_p^\dagger a_j^\dagger a_j.$$

The relation between two creators is the adjoint of the one between two annihilators. In the proof, `by_cases` separates the two situations, and `linear_combination` with `noncomm_ring` adds the relations, multiplied from the left or right, without reordering factors.

```lean
/-- The parity of mode `j` anticommutes with the annihilator and creator of mode `j` and
commutes with those of every other mode. -/
theorem modeParity_sign {a : ι → Matrix m m ℂ} (ha : IsCAR a) (j p : ι) :
    modeParity a j * a p = (-1 : ℂ) ^ hits {j} p • (a p * modeParity a j) ∧
    modeParity a j * (a p)ᴴ = (-1 : ℂ) ^ hits {j} p • ((a p)ᴴ * modeParity a j) := by
  by_cases h : p = j
  · subst h
    have hs : hits {p} p = 1 := by simp [hits]
    have h2 : a p * (a p)ᴴ + (a p)ᴴ * a p = 1 := (ha.mixed p p).trans (if_pos rfl)
    rw [hs, pow_one, neg_smul, one_smul, neg_smul, one_smul]
    unfold modeParity
    constructor
    · linear_combination (norm := noncomm_ring) -(h2 * a p) - h2 * a p
    · linear_combination (norm := noncomm_ring) -((a p)ᴴ * h2) - (a p)ᴴ * h2
  · have hs : hits {j} p = 0 := by simp [hits, h]
    rw [hs, pow_zero, one_smul, one_smul]
    unfold modeParity
    constructor
    · have h1 := ha.anti j p
      have h2 : a p * (a j)ᴴ + (a j)ᴴ * a p = 0 := (ha.mixed p j).trans (if_neg h)
      -- two sign changes cancel when `a p` moves through the number operator
      have hc : (a j)ᴴ * a j * a p = a p * ((a j)ᴴ * a j) := by
        linear_combination (norm := noncomm_ring) (a j)ᴴ * h1 - h2 * a j
      linear_combination (norm := noncomm_ring) -hc - hc
    · have h1 : (a p)ᴴ * (a j)ᴴ + (a j)ᴴ * (a p)ᴴ = 0 := by
        simpa only [Matrix.conjTranspose_add, Matrix.conjTranspose_mul,
          Matrix.conjTranspose_zero] using congrArg Matrix.conjTranspose (ha.anti j p)
      have h2 : a j * (a p)ᴴ + (a p)ᴴ * a j = 0 :=
        (ha.mixed j p).trans (if_neg (Ne.symm h))
      have hc : (a j)ᴴ * a j * (a p)ᴴ = (a p)ᴴ * ((a j)ᴴ * a j) := by
        linear_combination (norm := noncomm_ring) (a j)ᴴ * h2 - h1 * a j
      linear_combination (norm := noncomm_ring) -hc - hc
```

If a matrix $P$ passes both $a_j^\dagger$ and $a_j$ with the sign $(-1)^k$, it passes $n_j$ with $(-1)^{2k}=1$. It therefore commutes with $M_j=1-2n_j$.

```lean
omit [DecidableEq ι] in
/-- A matrix that passes the creator and the annihilator of mode `j` with the same sign
commutes with the parity of that mode. -/
theorem commute_modeParity (a : ι → Matrix m m ℂ) (j : ι) {P : Matrix m m ℂ} {k : ℕ}
    (hc : P * (a j)ᴴ = (-1 : ℂ) ^ k • ((a j)ᴴ * P))
    (hd : P * a j = (-1 : ℂ) ^ k • (a j * P)) : Commute P (modeParity a j) := by
  have h := sign_mul hc hd
  rw [Even.neg_one_pow ⟨k, rfl⟩, one_smul] at h
  show P * (1 - 2 * ((a j)ᴴ * a j)) = (1 - 2 * ((a j)ᴴ * a j)) * P
  linear_combination (norm := noncomm_ring) -h - h
```

Taking $P=M_i$ shows that the mode parities commute with each other, so their product does not depend on the order of the factors:

$$P_S=\prod_{j\in S}(1-2a_j^\dagger a_j).$$

Lean's `noncommProd` requires this commutation as an argument, which is why `parity` takes the proof `ha` of the anticommutation relations. For empty $S$ the product is the identity.

```lean
/-- The parity of the mode subset `S`: the product of `1 - 2 a_j† a_j` over `S`. -/
def parity {a : ι → Matrix m m ℂ} (ha : IsCAR a) (S : Finset ι) : Matrix m m ℂ :=
  S.noncommProd (modeParity a) fun i _ j _ _ =>
    commute_modeParity a j (modeParity_sign ha i j).2 (modeParity_sign ha i j).1
```

Now let $X$ be $a_p$ or $a_p^\dagger$. The rule $P_SX=(-1)^{\chi_S(p)}XP_S$ is clear for empty $S$. Adding a mode $j\notin S$ gives

$$M_jP_SX=(-1)^{\chi_S(p)}M_jXP_S=(-1)^{\chi_S(p)+\chi_{\{j\}}(p)}XM_jP_S,$$

and the exponent is $\chi_{S\cup\{j\}}(p)$. The auxiliary statement `gen` runs this induction once for both choices of $X$.

```lean
/-- The parity of `S` anticommutes with the annihilators and creators of modes in `S` and
commutes with those of modes outside `S`. -/
theorem parity_sign {a : ι → Matrix m m ℂ} (ha : IsCAR a) (S : Finset ι) (p : ι) :
    parity ha S * a p = (-1 : ℂ) ^ hits S p • (a p * parity ha S) ∧
    parity ha S * (a p)ᴴ = (-1 : ℂ) ^ hits S p • ((a p)ᴴ * parity ha S) := by
  have gen : ∀ X : Matrix m m ℂ,
      (∀ j, modeParity a j * X = (-1 : ℂ) ^ hits {j} p • (X * modeParity a j)) →
      parity ha S * X = (-1 : ℂ) ^ hits S p • (X * parity ha S) := by
    intro X hX
    induction S using Finset.induction_on with
    | empty =>
      have he : parity ha ∅ = 1 := Finset.noncommProd_empty _ _
      simp [he, hits]
    | insert j S hj ih =>
      have hins : parity ha (insert j S) = modeParity a j * parity ha S :=
        Finset.noncommProd_insert_of_notMem _ _ _ _ hj
      have he : hits (insert j S) p = hits S p + hits {j} p := by
        by_cases h : p = j <;> simp [hits, h, hj]
      rw [hins, he, mul_assoc, ih, mul_smul_comm, ← mul_assoc (modeParity a j) X, hX j,
        smul_mul_assoc, smul_smul, ← pow_add, mul_assoc]
  exact ⟨gen _ fun j => (modeParity_sign ha j p).1, gen _ fun j => (modeParity_sign ha j p).2⟩
```

The parity is its own inverse. Since $a_ja_j=0$,

$$n_j^2=a_j^\dagger(1-a_j^\dagger a_j)a_j=n_j,\qquad M_j^2=1-4n_j+4n_j^2=1.$$

For $j\notin S$, $M_j$ commutes with $P_S$, so $(M_jP_S)^2=M_j^2P_S^2=1$ by induction.

```lean
/-- The parity of a mode subset squares to the identity. -/
theorem parity_sq {a : ι → Matrix m m ℂ} (ha : IsCAR a) (S : Finset ι) :
    parity ha S * parity ha S = 1 := by
  induction S using Finset.induction_on with
  | empty =>
    have he : parity ha ∅ = 1 := Finset.noncommProd_empty _ _
    rw [he, one_mul]
  | insert j S hj ih =>
    have hins : parity ha (insert j S) = modeParity a j * parity ha S :=
      Finset.noncommProd_insert_of_notMem _ _ _ _ hj
    have hc := (commute_modeParity a j (parity_sign ha S j).2 (parity_sign ha S j).1).eq
    have h1 := ha.anti j j
    have h2 : a j * (a j)ᴴ + (a j)ᴴ * a j = 1 := (ha.mixed j j).trans (if_pos rfl)
    -- the number operator is idempotent (stated twice over)
    have hn : (a j)ᴴ * a j * ((a j)ᴴ * a j) + (a j)ᴴ * a j * ((a j)ᴴ * a j)
        = (a j)ᴴ * a j + (a j)ᴴ * a j := by
      linear_combination (norm := noncomm_ring)
        (a j)ᴴ * h2 * a j + (a j)ᴴ * h2 * a j - (a j)ᴴ * (a j)ᴴ * h1
    have hsq : modeParity a j * modeParity a j = 1 := by
      unfold modeParity
      linear_combination (norm := noncomm_ring) hn + hn
    rw [hins]
    calc modeParity a j * parity ha S * (modeParity a j * parity ha S)
        = modeParity a j * (parity ha S * modeParity a j) * parity ha S := by
          simp only [mul_assoc]
      _ = modeParity a j * modeParity a j * (parity ha S * parity ha S) := by
          rw [hc]; simp only [mul_assoc]
      _ = 1 := by rw [hsq, ih, one_mul]
```

## The Hamiltonian and its odd part

For finitely many modes, take

$$H=\sum_{pq}h_{pq}\,a_p^\dagger a_q+\sum_{pqrs}g_{pqrs}\,a_p^\dagger a_q^\dagger a_ra_s.$$

The coefficients are arbitrary complex numbers. Neither Hermiticity nor any permutation symmetry is assumed, and a conventional prefactor $\tfrac12$ is absorbed into $g$.

```lean
variable [Fintype ι]

/-- The Hamiltonian with one-body terms `h p q a_p† a_q` and two-body terms
`g p q r s a_p† a_q† a_r a_s`. -/
def hamiltonian (a : ι → Matrix m m ℂ) (h : ι → ι → ℂ) (g : ι → ι → ι → ι → ℂ) :
    Matrix m m ℂ :=
  ∑ p, ∑ q, h p q • ((a p)ᴴ * a q) +
    ∑ p, ∑ q, ∑ r, ∑ s, g p q r s • ((a p)ᴴ * (a q)ᴴ * a r * a s)
```

Let $H_{\rm odd}$ contain the terms for which $\chi_S(p)+\chi_S(q)$, or $\chi_S(p)+\chi_S(q)+\chi_S(r)+\chi_S(s)$, is odd. It is the same sum with all other coefficients set to zero.

```lean
/-- The part of the Hamiltonian made of the terms with an odd number of index positions
in `S`. -/
def oddPart (a : ι → Matrix m m ℂ) (S : Finset ι) (h : ι → ι → ℂ)
    (g : ι → ι → ι → ι → ℂ) : Matrix m m ℂ :=
  hamiltonian a (fun p q => if Odd (hits S p + hits S q) then h p q else 0)
    (fun p q r s =>
      if Odd (hits S p + hits S q + hits S r + hits S s) then g p q r s else 0)
```

Let $X$ be one of the operator products in $H$, with coefficient $c$ and $k$ index positions in $S$. Adding exponents gives $P_SX=(-1)^kXP_S$. Because $(-1)^kc$ equals $c$ for even $k$ and $c-2c$ for odd $k$, summing over all terms yields

$$P_SH=(H-2H_{\rm odd})P_S.$$

In the proof, `one` and `two` supply the signs of the one- and two-body products, `t` rewrites a single term, and `simp` distributes the result over the sums.

```lean
/-- Moving the parity of `S` through the Hamiltonian reverses the sign of its odd part. -/
theorem parity_mul_hamiltonian {a : ι → Matrix m m ℂ} (ha : IsCAR a) (S : Finset ι)
    (h : ι → ι → ℂ) (g : ι → ι → ι → ι → ℂ) :
    parity ha S * hamiltonian a h g
      = (hamiltonian a h g - (2 : ℂ) • oddPart a S h g) * parity ha S := by
  have one := fun p q => sign_mul (parity_sign ha S p).2 (parity_sign ha S q).1
  have two := fun p q r s => sign_mul (sign_mul (sign_mul (parity_sign ha S p).2
    (parity_sign ha S q).2) (parity_sign ha S r).1) (parity_sign ha S s).1
  have sgn : ∀ (c : ℂ) (k : ℕ), c * (-1) ^ k = c - 2 * (if Odd k then c else 0) := by
    intro c k
    rcases Nat.even_or_odd k with hk | hk
    · rw [hk.neg_one_pow, if_neg (Nat.not_odd_iff_even.mpr hk)]; ring
    · rw [hk.neg_one_pow, if_pos hk]; ring
  -- a single term keeps its sign if even and changes it if odd
  have t : ∀ (c : ℂ) (k : ℕ) (X : Matrix m m ℂ), c • ((-1 : ℂ) ^ k • (X * parity ha S))
      = c • (X * parity ha S)
        - (2 : ℂ) • ((if Odd k then c else 0) • (X * parity ha S)) := by
    intro c k X
    rw [smul_smul, smul_smul, ← sub_smul, sgn]
  simp only [hamiltonian, oddPart, mul_add, sub_mul, add_mul, Finset.mul_sum, Finset.sum_mul,
    mul_smul_comm, smul_mul_assoc, smul_add, Finset.smul_sum, one, two, t,
    Finset.sum_sub_distrib]
  abel
```

The same identity gives a neighbouring result by hand. If only odd terms are present, $H=H_{\rm odd}$ and $P_SH=-HP_S$, so the operator anticommutes with the parity and maps each of the $+1$ and $-1$ sectors into the other. An electronic dipole component that changes sign under a reflection acts in this way when the spatial part of every spin orbital is either even or odd under that reflection and $S$ holds the odd ones.

## When the Hamiltonian conserves the parity

If $H$ commutes with $P_S$, the identity becomes $2H_{\rm odd}P_S=0$. Multiplying by $P_S$ on the right and using $P_S^2=1$ gives $H_{\rm odd}=0$. Conversely, $H_{\rm odd}=0$ turns the identity into $P_SH=HP_S$.

```lean
/-- For arbitrary coefficients, the Hamiltonian commutes with the parity of `S` exactly when
its odd part is the zero operator. -/
theorem commute_parity_iff {a : ι → Matrix m m ℂ} (ha : IsCAR a) (S : Finset ι)
    (h : ι → ι → ℂ) (g : ι → ι → ι → ι → ℂ) :
    Commute (hamiltonian a h g) (parity ha S) ↔ oddPart a S h g = 0 := by
  have key := parity_mul_hamiltonian ha S h g
  constructor
  · intro hc
    have h0 : (2 : ℂ) • oddPart a S h g * parity ha S = 0 := by
      have e := hc.eq
      rw [key, sub_mul] at e
      exact sub_eq_self.mp e.symm
    -- the parity is invertible, so it can be cancelled
    have h1 : (2 : ℂ) • oddPart a S h g = 0 := by
      calc (2 : ℂ) • oddPart a S h g
          = (2 : ℂ) • oddPart a S h g * parity ha S * parity ha S := by
            rw [mul_assoc, parity_sq, mul_one]
        _ = 0 := by rw [h0, zero_mul]
    exact (smul_eq_zero.mp h1).resolve_left two_ne_zero
  · intro hO
    show hamiltonian a h g * parity ha S = parity ha S * hamiltonian a h g
    rw [key, hO, smul_zero, sub_zero]
```

This criterion concerns the operator $H_{\rm odd}$, not its individual coefficients. A nonzero $g_{pprs}$, for example, multiplies $a_p^\dagger a_p^\dagger=0$ and has no effect.

If every odd coefficient does vanish, $H_{\rm odd}$ is a sum of zeros and $[H,P_S]=0$. The hypotheses `hh` and `hg` state this selection rule for the one- and two-body coefficients. Physically, it stands for a symmetry operation of order two, such as a reflection, in a basis where each orbital is either even or odd under it. With $S$ the set of spin orbitals whose spatial part is odd, an integral over an odd number of odd orbitals vanishes when the Hamiltonian is invariant under the operation acting on the spatial coordinates alone, as the spin-free Hamiltonian of a molecule with that symmetry is. The theorem takes the rule as given and does not derive it from integrals or a molecular geometry.

```lean
/-- If every coefficient with an odd number of index positions in `S` vanishes, the
Hamiltonian commutes with the product of `1 - 2 a_j† a_j` over `S`. -/
theorem hamiltonian_commute_parity {a : ι → Matrix m m ℂ} (ha : IsCAR a) (S : Finset ι)
    (h : ι → ι → ℂ) (g : ι → ι → ι → ι → ℂ)
    (hh : ∀ p q, Odd (hits S p + hits S q) → h p q = 0)
    (hg : ∀ p q r s, Odd (hits S p + hits S q + hits S r + hits S s) → g p q r s = 0) :
    Commute (hamiltonian a h g) (parity ha S) := by
  rw [commute_parity_iff]
  have e1 : ∀ p q, (if Odd (hits S p + hits S q) then h p q else 0) = 0 := by
    intro p q
    split_ifs with ho
    exacts [hh p q ho, rfl]
  have e2 : ∀ p q r s, (if Odd (hits S p + hits S q + hits S r + hits S s)
      then g p q r s else 0) = 0 := by
    intro p q r s
    split_ifs with ho
    exacts [hg p q r s ho, rfl]
  simp only [oddPart, hamiltonian, e1, e2, zero_smul, Finset.sum_const_zero, add_zero]
```

Let $v$ satisfy $P_Sv=\varepsilon v$. Then

$$P_S(Hv)=H(P_Sv)=\varepsilon Hv,$$

so $H$ maps each parity sector into itself. Since $P_S^2=1$, a nonzero $v$ can only have $\varepsilon=\pm1$. For a finite set of modes with one- and two-body terms obeying the selection rule, this is the conservation law that lets qubit tapering fix a parity sector; the Clifford transformation that turns the parity into a single-qubit Pauli operator, and the replacement of that operator by its eigenvalue, which removes the qubit, are not treated here.

```lean
/-- If every coefficient with an odd number of index positions in `S` vanishes, the Hamiltonian maps
a vector with `P v = ε v`, where `P` is the parity of `S`, to a vector obeying the same equation. -/
theorem hamiltonian_preserves_sector {a : ι → Matrix m m ℂ} (ha : IsCAR a) (S : Finset ι)
    (h : ι → ι → ℂ) (g : ι → ι → ι → ι → ℂ)
    (hh : ∀ p q, Odd (hits S p + hits S q) → h p q = 0)
    (hg : ∀ p q r s, Odd (hits S p + hits S q + hits S r + hits S s) → g p q r s = 0)
    (ε : ℂ) (v : m → ℂ) (hv : parity ha S *ᵥ v = ε • v) :
    parity ha S *ᵥ (hamiltonian a h g *ᵥ v) = ε • (hamiltonian a h g *ᵥ v) := by
  rw [Matrix.mulVec_mulVec, ← (hamiltonian_commute_parity ha S h g hh hg).eq,
    ← Matrix.mulVec_mulVec, hv, Matrix.mulVec_smul]
```

## A two-mode Jordan–Wigner representation

An explicit example satisfies the anticommutation relations. In the occupation basis $|00\rangle,|01\rangle,|10\rangle,|11\rangle$, with mode 0 written first, the nonzero actions are

$$a_0|10\rangle=|00\rangle,\quad a_0|11\rangle=|01\rangle,\quad
a_1|01\rangle=|00\rangle,\quad a_1|11\rangle=-|10\rangle.$$

The minus sign comes from moving $a_1$ past the occupied mode 0.

```lean
/-- The Jordan–Wigner annihilation matrices of two modes, in the occupation basis
`00, 01, 10, 11`. -/
def jordanWignerPair : Fin 2 → Matrix (Fin 4) (Fin 4) ℂ :=
  ![!![0, 0, 1, 0; 0, 0, 0, 1; 0, 0, 0, 0; 0, 0, 0, 0],
    !![0, 1, 0, 0; 0, 0, 0, 0; 0, 0, 0, -1; 0, 0, 0, 0]]
```

The relations are verified entry by entry: `fin_cases` runs through both mode indices and all matrix positions, and `simp` evaluates each sum of products.

```lean
/-- The two-mode Jordan–Wigner matrices obey the canonical anticommutation relations. -/
theorem jordanWignerPair_witness : IsCAR jordanWignerPair := by
  -- expand products and adjoints entrywise before inserting the explicit matrices
  constructor <;> intro p q <;> ext i j <;>
    simp only [Matrix.add_apply, Matrix.mul_apply, Matrix.conjTranspose_apply,
      Fin.sum_univ_four] <;>
    fin_cases p <;> fin_cases q <;> fin_cases i <;> fin_cases j <;>
    simp [jordanWignerPair]

end

end PointGroupTapering
```

```lean
#print axioms PointGroupTapering.hamiltonian_commute_parity
#print axioms PointGroupTapering.hamiltonian_preserves_sector
```

```
'PointGroupTapering.hamiltonian_commute_parity' depends on axioms: [propext, Classical.choice, Quot.sound]
'PointGroupTapering.hamiltonian_preserves_sector' depends on axioms: [propext, Classical.choice, Quot.sound]
```
